# The centre gradients of a differentiable function invariant under joint translations and rotations have zero sum and zero moment

For two s-type Gaussians on centres $A$ and $B$, the overlap contains $I=e^{-\mu|A-B|^2}$, where $\mu=\alpha\beta/(\alpha+\beta)$ for exponents $\alpha$ and $\beta$. Its gradient on $A$ is $-2\mu(A-B)I$, the gradient on $B$ is the opposite, and both lie along the line joining the centres. With three or more centres the gradients can point off every connecting line. I can still get the last gradient from the others by translational invariance, so I never compute it. Does rotational invariance then still constrain the gradients I do compute, or does it need the missing one?

## The moment about the omitted centre needs only the other gradients

It does constrain them, and the missing gradient isn't needed. Let $I$ be a differentiable function of centres $R_1,\dots,R_n$, and write $g_k=\nabla_k I$. If the centres move with velocities $V_k$, the chain rule gives $dI/ds=\sum_k V_k\cdot g_k$.

**Translation.** Shifting every centre by $st$ gives $V_k=t$. Invariance then requires $t\cdot\sum_k g_k=0$ for every $t$, so $\sum_k g_k=0$.

**Rotation.** Turning a vector $v$ by $\theta$ about a unit vector $u$ gives

$$v(\theta)=\cos\theta\,v+\sin\theta\,(u\times v)+(1-\cos\theta)(u\cdot v)\,u .$$

Since $u\times(u\times v)=(u\cdot v)u-v$, differentiation gives $v'(\theta)=u\times v(\theta)$. At $\theta=0$, invariance therefore requires

$$0=\sum_k(u\times R_k)\cdot g_k=u\cdot\sum_k R_k\times g_k .$$

Taking $u$ along the three coordinate axes gives $\sum_k R_k\times g_k=0$.

**Change of reference point.** For any centre $m$,

$$\sum_k(R_k-R_m)\times g_k=\sum_k R_k\times g_k-R_m\times\sum_k g_k=0 ,$$

and the term $k=m$ vanishes identically. With $m=n$, only the gradients you computed remain.

Conversely, if both rules hold at every geometry, the derivative of $I$ vanishes along each whole translation or rotation path, so $I$ is invariant.

**Numbers.** Three s Gaussians with unit exponents have the overlap factor $I=e^{-(|A-B|^2+|B-C|^2+|A-C|^2)/3}$. At $A=(1,0,0)$, $B=(0,1,0)$, $C=0$, we have $I=e^{-4/3}$. In units of $-\tfrac23 I$ the gradients are $(2,-1,0)$, $(-1,2,0)$ and $(-1,-1,0)$, which sum to zero. The moments of the first two about $C$ have $z$ components $-1$ and $+1$, which cancel.

**Without rotational invariance.** Translation invariance alone doesn't give the moment rule. Take $(x_A-x_B)e^{-\mu|A-B|^2}$, the form of a $p_x$–s overlap. At $A-B=(0,1,0)$ its gradient on $A$ is $(e^{-\mu},0,0)$, with moment $(0,0,-e^{-\mu})$ about $B$.

In electronic-structure programs, the moment rule can thus check the integral derivatives that enter forces, Pulay terms included, when the individual integral is invariant. This holds for overlap, kinetic-energy, nuclear-attraction and electron-repulsion integrals over s functions, with every nucleus in the operator counted as a centre.

## What the Lean theorems say

`invariant_iff_sum_rules` states the equivalence for any finite set `ι` of centres and any chosen `m`. A geometry is a map `ι → Vec`, and `grad I R k` collects the three Cartesian derivatives on centre `k`. `RotationInvariant` asks only for rotations about the coordinate axes through the origin. `Differentiable ℝ I` means at every geometry, coincident centres included, which excludes a bare $1/|A-B|$.

That a given molecular integral satisfies these hypotheses has to be shown separately. `sOverlap_witness` does so for the two-centre Gaussian factor `sOverlap`, which omits the overlap's prefactor.

```lean
import Mathlib

open Matrix

namespace IntegralGradientSumRules

noncomputable section

/-- Vectors in three-dimensional space. -/
abbrev Vec := Fin 3 → ℝ

variable {ι : Type*} [Fintype ι] [DecidableEq ι]

/-- The gradient of `I` with respect to the position of centre `k`, at the geometry `R`. -/
def grad (I : (ι → Vec) → ℝ) (R : ι → Vec) (k : ι) : Vec :=
  fun a => fderiv ℝ I R (Pi.single k (Pi.single a 1))

/-- Rodrigues' formula: the vector `v` turned by the angle `θ` about the unit vector `u`. -/
def rotate (u : Vec) (θ : ℝ) (v : Vec) : Vec :=
  Real.cos θ • v + Real.sin θ • (u ⨯₃ v) + ((1 - Real.cos θ) * (u ⬝ᵥ v)) • u

/-- `I` does not change when all centres are shifted by the same vector. -/
def TranslationInvariant (I : (ι → Vec) → ℝ) : Prop :=
  ∀ (t : Vec) (R : ι → Vec), I (fun k => R k + t) = I R

/-- `I` does not change when all centres are turned together about a coordinate axis. -/
def RotationInvariant (I : (ι → Vec) → ℝ) : Prop :=
  ∀ (a : Fin 3) (θ : ℝ) (R : ι → Vec),
    I (fun k => rotate (Pi.single a 1) θ (R k)) = I R

omit [DecidableEq ι] in
private theorem dot_sum (u : Vec) (g : ι → Vec) :
    u ⬝ᵥ (∑ k, g k) = ∑ k, u ⬝ᵥ g k := by
  simp only [dotProduct, Fin.sum_univ_three, Finset.sum_apply, Finset.mul_sum,
    Finset.sum_add_distrib]

private theorem axis_dot (a : Fin 3) (w : Vec) : (Pi.single a 1 : Vec) ⬝ᵥ w = w a := by
  simp [dotProduct, Pi.single_apply]

private theorem rotate_zero (u v : Vec) : rotate u 0 v = v := by
  simp [rotate]

/-- Chain rule: along a moving geometry, a differentiable `I` changes at the rate given by the
sum over centres of velocity dot gradient. -/
theorem hasDerivAt_along {I : (ι → Vec) → ℝ} (hI : Differentiable ℝ I)
    {c : ℝ → ι → Vec} {V : ι → Vec} {s : ℝ} (hc : HasDerivAt c V s) :
    HasDerivAt (fun s => I (c s)) (∑ k, V k ⬝ᵥ grad I (c s) k) s := by
  -- expand the velocity in Cartesian displacements of single centres
  have hV : V = ∑ k, ∑ a, V k a • (Pi.single k (Pi.single a 1) : ι → Vec) := by
    ext j b
    rw [Finset.sum_apply, Finset.sum_apply, Finset.sum_eq_single j]
    · simp [Finset.sum_apply, Pi.single_apply]
    · intro k _ hk
      simp [Finset.sum_apply, Pi.single_eq_of_ne hk.symm]
    · simp
  have h := (hI (c s)).hasFDerivAt.comp_hasDerivAt s hc
  refine HasDerivAt.congr_deriv h ?_
  conv_lhs => rw [hV]
  simp only [map_sum, map_smul, smul_eq_mul, dotProduct, grad]

/-- A differentiable `I` is invariant under joint translations exactly when its gradients on
all centres sum to zero at every geometry. -/
theorem translationInvariant_iff {I : (ι → Vec) → ℝ} (hI : Differentiable ℝ I) :
    TranslationInvariant I ↔ ∀ R, ∑ k, grad I R k = 0 := by
  have key (R : ι → Vec) (t : Vec) (s : ℝ) :
      HasDerivAt (fun s : ℝ => I (fun k => R k + s • t))
        (t ⬝ᵥ (∑ k, grad I (fun k => R k + s • t) k)) s := by
    have hc : HasDerivAt (fun (s : ℝ) (k : ι) => R k + s • t) (fun _ => t) s := by
      refine hasDerivAt_pi.2 fun k => hasDerivAt_pi.2 fun a => ?_
      have h := ((hasDerivAt_id' s).mul_const (t a)).const_add (R k a)
      exact h.congr_deriv (one_mul _)
    exact (hasDerivAt_along hI hc).congr_deriv (dot_sum _ _).symm
  constructor
  · intro h R
    ext a
    have h0 := key R (Pi.single a 1) 0
    simp only [h _ R] at h0
    have h1 := h0.unique (hasDerivAt_const (0 : ℝ) (I R))
    simpa only [axis_dot, zero_smul, add_zero, Pi.zero_apply] using h1
  · intro h t R
    -- the derivative vanishes along the whole path, so the end points agree
    have h1 := is_const_of_deriv_eq_zero (fun s => (key R t s).differentiableAt)
      (fun s => (key R t s).deriv.trans (by rw [h, dotProduct_zero])) 1 0
    simpa only [one_smul, zero_smul, add_zero] using h1

/-- The vector `v` turned by the angle `θ` about the unit vector `u` changes with `θ` at the rate
`u × rotate u θ v`, the cross product of `u` with the turned vector. -/
theorem hasDerivAt_rotate {u : Vec} (hu : u ⬝ᵥ u = 1) (v : Vec) (θ : ℝ) :
    HasDerivAt (fun θ => rotate u θ v) (u ⨯₃ rotate u θ v) θ := by
  refine hasDerivAt_pi.2 fun a => ?_
  have h := (((Real.hasDerivAt_cos θ).mul_const (v a)).fun_add
    ((Real.hasDerivAt_sin θ).mul_const ((u ⨯₃ v) a))).fun_add
    ((((Real.hasDerivAt_cos θ).const_sub 1).mul_const (u ⬝ᵥ v)).mul_const (u a))
  refine HasDerivAt.congr_deriv h ?_
  simp only [dotProduct, Fin.sum_univ_three] at hu
  have hs : Real.sin θ * v a * (u 0 * u 0 + u 1 * u 1 + u 2 * u 2) = Real.sin θ * v a := by
    rw [hu, mul_one]
  fin_cases a <;>
    simp only [rotate, cross_apply, dotProduct, Fin.sum_univ_three, Pi.add_apply,
      Pi.smul_apply, smul_eq_mul, Matrix.cons_val, Fin.zero_eta, Fin.mk_one,
      Fin.reduceFinMk, Fin.isValue] at hs ⊢ <;>
    linear_combination hs

/-- A differentiable `I` is invariant under joint rotations about the unit vector `u` exactly
when the component along `u` of the sum of `R_k × grad_k I` vanishes at every geometry. -/
theorem axisInvariant_iff {I : (ι → Vec) → ℝ} (hI : Differentiable ℝ I)
    {u : Vec} (hu : u ⬝ᵥ u = 1) :
    (∀ (θ : ℝ) (R : ι → Vec), I (fun k => rotate u θ (R k)) = I R) ↔
      ∀ R : ι → Vec, u ⬝ᵥ (∑ k, R k ⨯₃ grad I R k) = 0 := by
  have triple (r g : Vec) : (u ⨯₃ r) ⬝ᵥ g = u ⬝ᵥ (r ⨯₃ g) := by
    simp [cross_apply, dotProduct, Fin.sum_univ_three]
    ring
  have key (R : ι → Vec) (θ : ℝ) :
      HasDerivAt (fun θ => I (fun k => rotate u θ (R k)))
        (u ⬝ᵥ (∑ k, rotate u θ (R k) ⨯₃ grad I (fun k => rotate u θ (R k)) k)) θ := by
    have hc : HasDerivAt (fun θ k => rotate u θ (R k)) (fun k => u ⨯₃ rotate u θ (R k)) θ :=
      hasDerivAt_pi.2 fun k => hasDerivAt_rotate hu (R k) θ
    refine (hasDerivAt_along hI hc).congr_deriv ?_
    rw [dot_sum]
    exact Finset.sum_congr rfl fun k _ => triple _ _
  constructor
  · intro h R
    have h0 := key R 0
    simp only [h _ R] at h0
    have h1 := h0.unique (hasDerivAt_const (0 : ℝ) (I R))
    simpa only [rotate_zero] using h1
  · intro h θ R
    have h1 := is_const_of_deriv_eq_zero (fun s => (key R s).differentiableAt)
      (fun s => (key R s).deriv.trans (h _)) θ 0
    simpa only [rotate_zero] using h1

/-- If the vectors `g_k` sum to zero, their total moment about the origin equals their moment
about centre `m`, to which `g_m` does not contribute. -/
theorem moment_about_centre (R g : ι → Vec) (hg : ∑ k, g k = 0) (m : ι) :
    ∑ k ∈ Finset.univ.erase m, (R k - R m) ⨯₃ g k = ∑ k, R k ⨯₃ g k := by
  rw [Finset.sum_erase Finset.univ (by simp)]
  have h : ∑ k, R m ⨯₃ g k = 0 := by
    rw [← map_sum (crossProduct (R m)), hg, map_zero]
  simp only [map_sub, LinearMap.sub_apply, Finset.sum_sub_distrib, h, sub_zero]

/-- A differentiable `I` is invariant under joint translations and joint rotations about the
coordinate axes exactly when, at every geometry, its gradients sum to zero and the sum of
`(R_k - R_m) × grad_k I` over the centres other than `m` vanishes. -/
theorem invariant_iff_sum_rules {I : (ι → Vec) → ℝ} (hI : Differentiable ℝ I) (m : ι) :
    (TranslationInvariant I ∧ RotationInvariant I) ↔
      ∀ R : ι → Vec, ∑ k, grad I R k = 0 ∧
        ∑ k ∈ Finset.univ.erase m, (R k - R m) ⨯₃ grad I R k = 0 := by
  have unit (a : Fin 3) : (Pi.single a 1 : Vec) ⬝ᵥ Pi.single a 1 = 1 := by
    rw [axis_dot, Pi.single_eq_same]
  constructor
  · rintro ⟨hT, hR⟩ R
    have hg := (translationInvariant_iff hI).1 hT R
    refine ⟨hg, ?_⟩
    rw [moment_about_centre R _ hg m]
    ext a
    have h := (axisInvariant_iff hI (unit a)).1 (hR a) R
    rwa [axis_dot] at h
  · intro h
    refine ⟨(translationInvariant_iff hI).2 fun R => (h R).1, fun a => ?_⟩
    refine (axisInvariant_iff hI (unit a)).2 fun R => ?_
    rw [← moment_about_centre R _ (h R).1 m, (h R).2, dotProduct_zero]

/-- For a differentiable two-centre function invariant under joint translations and rotations,
the gradient on the first centre has zero cross product with the vector joining the centres. -/
theorem two_centre_gradient {I : (Fin 2 → Vec) → ℝ} (hI : Differentiable ℝ I)
    (hT : TranslationInvariant I) (hR : RotationInvariant I) (R : Fin 2 → Vec) :
    (R 0 - R 1) ⨯₃ grad I R 0 = 0 := by
  have h := ((invariant_iff_sum_rules hI 1).1 ⟨hT, hR⟩ R).2
  have he : Finset.univ.erase (1 : Fin 2) = {0} := by decide
  rwa [he, Finset.sum_singleton] at h

/-- The Gaussian factor `exp (-μ |A - B|²)` in the overlap of two s functions. -/
def sOverlap (μ : ℝ) (R : Fin 2 → Vec) : ℝ :=
  Real.exp (-μ * ∑ a, (R 0 a - R 1 a) ^ 2)

/-- The Gaussian overlap factor is differentiable and invariant under joint translations and
joint rotations about the coordinate axes. -/
theorem sOverlap_witness (μ : ℝ) : Differentiable ℝ (sOverlap μ) ∧
    TranslationInvariant (sOverlap μ) ∧ RotationInvariant (sOverlap μ) := by
  refine ⟨?_, ?_, ?_⟩
  · unfold sOverlap
    fun_prop
  · intro t R
    simp only [sOverlap, Pi.add_apply, add_sub_add_right_eq_sub]
  · intro a θ R
    have h := Real.sin_sq_add_cos_sq θ
    -- a rotation preserves the squared distance
    have key : ∑ b, (rotate (Pi.single a 1) θ (R 0) b - rotate (Pi.single a 1) θ (R 1) b) ^ 2
        = ∑ b, (R 0 b - R 1 b) ^ 2 := by
      simp only [rotate, axis_dot, Fin.sum_univ_three, Pi.add_apply, Pi.smul_apply,
        smul_eq_mul]
      fin_cases a <;> simp [cross_apply]
      · linear_combination ((R 0 1 - R 1 1) ^ 2 + (R 0 2 - R 1 2) ^ 2) * h
      · linear_combination ((R 0 0 - R 1 0) ^ 2 + (R 0 2 - R 1 2) ^ 2) * h
      · linear_combination ((R 0 0 - R 1 0) ^ 2 + (R 0 1 - R 1 1) ^ 2) * h
    simp only [sOverlap, key]

end

end IntegralGradientSumRules
```

```lean
#print axioms IntegralGradientSumRules.two_centre_gradient
-- 'IntegralGradientSumRules.two_centre_gradient' depends on axioms: [propext, Classical.choice, Quot.sound]
```

`hasDerivAt_along` is the chain rule, obtained by expanding the velocity in single-coordinate displacements. In `translationInvariant_iff`, uniqueness of the derivative gives the sum rule, and `is_const_of_deriv_eq_zero` gives the converse.

`hasDerivAt_rotate` checks $v'=u\times v$ by components, using $|u|^2=1$ in `linear_combination hs`. `axisInvariant_iff` adds the triple-product identity `triple` and repeats the path argument for one axis.

`moment_about_centre` is the change of reference point. The main theorem combines these results, each coordinate axis supplying one component of the moment.

In `two_centre_gradient` a single term survives, so for distinct centres the gradient lies along the line joining them, as in your overlap. For `sOverlap_witness`, $\sin^2\theta+\cos^2\theta=1$ shows that rotations preserve the squared distance.
